# Two independent commuting variations of a real idempotent density matrix exist exactly when at least two orbitals are occupied and two are virtual

I can describe an SCF determinant by its orbitals or by its density matrix $P$. I use $P$, so mixing occupied with virtual orbitals appears as a first-order change $X$ of $P$. For H₂, with one doubly occupied spatial orbital, I never find two independent changes $X$ and $Y$ that commute, however many virtual orbitals I add. Is the single occupied orbital to blame, and when do such pairs exist?

## One occupied or one virtual orbital rules them out

The choice to make first is what a "flat" tangent plane means. Here it is a plane spanned by two linearly independent variations with $XY=YX$. In the metric $\mathrm{tr}(XY)$ on the manifold of projectors, this is the condition for zero sectional curvature; that link comes from differential geometry and is not proved below.

Take a finite orthonormal basis of $n$ real orbitals, with $P^T=P$, $P^2=P$ and $\mathrm{tr}\,P=k$, so that $k$ counts occupied orbitals with occupation 1, not 2. Keeping $(P+\varepsilon X)^2=P+\varepsilon X$ to first order in $\varepsilon$ gives $PX+XP=X$. A commuting independent pair of symmetric solutions exists if and only if $k\ge 2$ and $n-k\ge 2$. Your H₂ case has $k=1$ in spatial orbitals, so there is none. If the α and β orbitals may vary separately, the spin-orbital density matrix has $k=2$, and with at least one virtual spatial orbital an α rotation and a β rotation give a commuting pair.

For single determinants in a finite real basis, this also tells you when two linearly independent generators of occupied–virtual rotations can commute: the generator belonging to $X$ is $K_X=XP-PX$, and the tangent condition gives $K_XK_Y=-XY$.

### Constructing a pair

If $P\neq0$, pick $w$ with $Pw\ne0$ and set $u=Pw/|Pw|$. Then $Pu=u$, and $P-uu^T$ is symmetric with
$$(P-uu^T)^2=P-uu^T-uu^T+uu^T=P-uu^T,$$
and its trace is $k-1$. For $k\ge2$ it is nonzero, so it fixes a unit vector $v$: $Pv-(u\cdot v)u=v$. The overlap with $u$ gives $u\cdot v-u\cdot v=u\cdot v$, hence $u\cdot v=0$ and $Pv=v$.

This yields orthonormal occupied orbitals $a,b$. The same argument for $Q=1-P$, of trace $n-k$, yields orthonormal virtual orbitals $i,j$. These letters follow the Lean file and reverse the usual quantum-chemistry convention. Occupied and virtual orbitals are orthogonal, since $a\cdot i=(Pa)\cdot i=a\cdot(Pi)=0$. Set
$$X=ai^T+ia^T,\qquad Y=bj^T+jb^T.$$
Then $PX=ai^T$ and $XP=ia^T$, which add up to $X$; likewise for $Y$. Every term of $XY$ and $YX$ contains an overlap between $\{a,i\}$ and $\{b,j\}$, so both products vanish. If $sX+tY=0$, then $a^T(sX+tY)i=s=0$ and $b^T(sX+tY)j=t=0$.

For $P=\mathrm{diag}(1,1,0,0)$, let $E_{pq}$ have a single 1 in row $p$, column $q$. Then $X=E_{13}+E_{31}$ and $Y=E_{24}+E_{42}$. Here $PX=E_{13}$, $XP=E_{31}$, and $XY=YX=0$ because no inner indices match.

### Excluding the small cases

If $k=0$, then $\mathrm{tr}(P^TP)=\mathrm{tr}\,P=0$, so $P=0$ and every variation is zero.

If $k=1$, removing $uu^T$ leaves a projector of trace zero, so $P=uu^T$ and $PMP=\mathrm{tr}(PM)P$ for every matrix $M$. Multiplying $PX+XP=X$ by $P$ on both sides gives $2PXP=PXP$, so $PXP=0$. With $PY=Y-YP$ and $PX=X-XP$,
$$XPYXP=XYXP,\qquad YPXXP=YXXP.$$
The right-hand sides agree because $XY=YX$. Hence $\mathrm{tr}(PYX)\,XP=\mathrm{tr}(PXX)\,YP$. Adding the transpose gives
$$\mathrm{tr}(PYX)\,X=\mathrm{tr}(PXX)\,Y.$$
Independence forces $\mathrm{tr}(PXX)=\mathrm{tr}((XP)^TXP)=0$. So $XP=0$, its transpose $PX=0$, and $X=0$, a contradiction.

Finally, $QX+XQ=2X-X=X$, so the same argument excludes $n-k=0$ and $n-k=1$. Since $n-k=\mathrm{tr}(Q^TQ)\ge0$, the two inequalities follow.

Idempotency matters. For $n=2$ and $P=\tfrac12\mathbf 1$, every $X$ satisfies $PX+XP=X$, and $\mathrm{diag}(1,0)$, $\mathrm{diag}(0,1)$ are a commuting independent pair although $k=1$. Symmetry, integer trace and occupations between 0 and 1 are therefore not enough.

### Reading the Lean statement and proof

In Lean, `n` is the finite type of basis labels and `Fintype.card n` is its size. `IsProjector P` describes the density matrix of a single determinant (a general one-particle density matrix is not idempotent), `IsTangent P X` a symmetric variation, and `IsFlatPair P X Y` a commuting independent pair. `excitation a i` is the symmetric matrix $ai^T+ia^T$, not a one-way excitation operator. In `exists_flat_pair_iff`, `hk` names the trace as a natural number `k`, and `k + 2 ≤ Fintype.card n` expresses $n-k\ge2$ without natural-number subtraction. Complex orbitals and nonorthogonal bases are not covered.

`exists_orbital` removes one orbital, `two_orbitals` repeats this, and `excitation_flat` checks the constructed pair. The small cases rest on `eq_zero_of_trace` and `sandwich`. In `one_orbital_relation`, the step `key` is the substitution for $PY$ and $PX$, with `noncomm_ring` regrouping the products. `trace_ne_of_flat` draws the contradiction. The main theorem applies it to `P` and `1 - P`, and `omega` combines the resulting integer conditions. `flat_pair_witness` is the four-orbital example.

```lean
import Mathlib

open Matrix

namespace FlatTangentPlanes

variable {n : Type*} [Fintype n]

/-- A real one-particle density matrix: symmetric and idempotent. -/
structure IsProjector (P : Matrix n n ℝ) : Prop where
  symm : Pᵀ = P
  idem : P * P = P

/-- A symmetric first-order variation `X` of the projector `P`, with `PX + XP = X`. -/
structure IsTangent (P X : Matrix n n ℝ) : Prop where
  symm : Xᵀ = X
  tangent : P * X + X * P = X

/-- Two tangent matrices at `P` that commute and are linearly independent. -/
structure IsFlatPair (P X Y : Matrix n n ℝ) : Prop where
  left : IsTangent P X
  right : IsTangent P Y
  comm : X * Y = Y * X
  indep : LinearIndependent ℝ ![X, Y]

/-- The symmetric matrix `a iᵀ + i aᵀ` that couples the orbitals `a` and `i`. -/
def excitation (a i : n → ℝ) : Matrix n n ℝ := vecMulVec a i + vecMulVec i a

/-- The dyad `u vᵀ` sends `w` to `u` times the overlap of `v` and `w`. -/
theorem dyad_mulVec (u v w : n → ℝ) : vecMulVec u v *ᵥ w = (v ⬝ᵥ w) • u := by
  ext i
  simp only [Matrix.mulVec, dotProduct, Matrix.vecMulVec_apply, Pi.smul_apply, smul_eq_mul,
    Finset.sum_mul]
  exact Finset.sum_congr rfl (fun j _ => by ring)

/-- A real matrix with `tr(AᵀA) = 0` vanishes. -/
theorem eq_zero_of_trace {A : Matrix n n ℝ} (h : (Aᵀ * A).trace = 0) : A = 0 := by
  have h' : ∑ j, ∑ i, A i j * A i j = 0 := by
    simpa only [Matrix.trace, Matrix.diag_apply, Matrix.mul_apply, Matrix.transpose_apply] using h
  ext i j
  have h1 := (Finset.sum_eq_zero_iff_of_nonneg (fun j _ =>
    Finset.sum_nonneg fun i _ => mul_self_nonneg (A i j))).1 h' j (Finset.mem_univ j)
  have h2 := (Finset.sum_eq_zero_iff_of_nonneg (fun i _ =>
    mul_self_nonneg (A i j))).1 h1 i (Finset.mem_univ i)
  exact mul_self_eq_zero.1 h2

variable [DecidableEq n] {P X Y : Matrix n n ℝ}

/-- A nonzero projector has a normalised occupied orbital `u`, and removing `u uᵀ` leaves a
projector whose trace is smaller by one. -/
theorem exists_orbital (hP : IsProjector P) (h0 : P ≠ 0) :
    ∃ u : n → ℝ, u ⬝ᵥ u = 1 ∧ P *ᵥ u = u ∧ IsProjector (P - vecMulVec u u) ∧
      (P - vecMulVec u u).trace = P.trace - 1 := by
  obtain ⟨v, hv⟩ : ∃ v, P *ᵥ v ≠ 0 := by
    by_contra h
    apply h0
    ext i j
    have hj : P *ᵥ Pi.single j 1 = 0 := by
      by_contra hne
      exact h ⟨_, hne⟩
    simpa using congrFun hj i
  have hw : 0 < (P *ᵥ v) ⬝ᵥ (P *ᵥ v) :=
    lt_of_le_of_ne (Finset.sum_nonneg fun i _ => mul_self_nonneg _)
      (fun h => hv (dotProduct_self_eq_zero.1 h.symm))
  obtain ⟨s, hs0, hs⟩ : ∃ s : ℝ, s ≠ 0 ∧ s * s = (P *ᵥ v) ⬝ᵥ (P *ᵥ v) :=
    ⟨_, (Real.sqrt_pos.2 hw).ne', Real.mul_self_sqrt hw.le⟩
  -- normalise a nonzero vector in the range of `P`
  obtain ⟨u, h1, hu⟩ : ∃ u : n → ℝ, u ⬝ᵥ u = 1 ∧ P *ᵥ u = u := by
    refine ⟨s⁻¹ • (P *ᵥ v), ?_, ?_⟩
    · rw [smul_dotProduct, dotProduct_smul, smul_eq_mul, smul_eq_mul, ← hs]
      field_simp
    · rw [Matrix.mulVec_smul, Matrix.mulVec_mulVec, hP.idem]
  have hPR : P * vecMulVec u u = vecMulVec u u := by rw [Matrix.mul_vecMulVec, hu]
  have hRt : (vecMulVec u u)ᵀ = vecMulVec u u := by
    ext i j
    simp only [Matrix.transpose_apply, Matrix.vecMulVec_apply]
    ring
  have hRP : vecMulVec u u * P = vecMulVec u u := by
    have h := congrArg Matrix.transpose hPR
    rwa [Matrix.transpose_mul, hRt, hP.symm] at h
  have hRR : vecMulVec u u * vecMulVec u u = vecMulVec u u := by
    rw [Matrix.mul_vecMulVec, dyad_mulVec, h1, one_smul]
  have htr : (vecMulVec u u).trace = u ⬝ᵥ u := by
    simp only [Matrix.trace, Matrix.diag_apply, Matrix.vecMulVec_apply, dotProduct]
  refine ⟨u, h1, hu, ⟨by rw [Matrix.transpose_sub, hRt, hP.symm], ?_⟩, ?_⟩
  · rw [sub_mul, mul_sub, mul_sub, hP.idem, hPR, hRP, hRR, sub_self, sub_zero]
  · rw [Matrix.trace_sub, htr, h1]

/-- A projector of trace at least two has two orthonormal occupied orbitals. -/
theorem two_orbitals (hP : IsProjector P) (h : 2 ≤ P.trace) :
    ∃ u v : n → ℝ, u ⬝ᵥ u = 1 ∧ v ⬝ᵥ v = 1 ∧ u ⬝ᵥ v = 0 ∧ P *ᵥ u = u ∧ P *ᵥ v = v := by
  obtain ⟨u, hu1, hu, hD, hDt⟩ := exists_orbital hP (by
    intro h0
    rw [h0, Matrix.trace_zero] at h
    linarith)
  obtain ⟨v, hv1, hv, -, -⟩ := exists_orbital hD (by
    intro h0
    rw [h0, Matrix.trace_zero] at hDt
    linarith)
  rw [Matrix.sub_mulVec, dyad_mulVec] at hv
  -- the second orbital is orthogonal to the one that was removed
  have huv : u ⬝ᵥ v = 0 := by
    have e := congrArg (fun w => u ⬝ᵥ w) hv
    simp only [dotProduct_sub, dotProduct_smul, smul_eq_mul, hu1] at e
    rw [Matrix.dotProduct_mulVec, ← Matrix.mulVec_transpose, hP.symm, hu] at e
    linarith
  rw [huv, zero_smul, sub_zero] at hv
  exact ⟨u, v, hu1, hv1, huv, hu, hv⟩

/-- For orthonormal occupied orbitals `a, b` and orthonormal virtual orbitals `i, j`, the
excitations `a`–`i` and `b`–`j` are commuting, linearly independent tangent matrices. -/
theorem excitation_flat (hP : IsProjector P) {a b i j : n → ℝ}
    (ha : P *ᵥ a = a) (hb : P *ᵥ b = b) (hi : P *ᵥ i = 0) (hj : P *ᵥ j = 0)
    (haa : a ⬝ᵥ a = 1) (hbb : b ⬝ᵥ b = 1) (hab : a ⬝ᵥ b = 0)
    (hii : i ⬝ᵥ i = 1) (hjj : j ⬝ᵥ j = 1) (hij : i ⬝ᵥ j = 0) :
    IsFlatPair P (excitation a i) (excitation b j) := by
  have hvm : ∀ x, x ᵥ* P = P *ᵥ x := fun x => by rw [← Matrix.mulVec_transpose, hP.symm]
  have ho : ∀ x y, P *ᵥ x = x → P *ᵥ y = 0 → x ⬝ᵥ y = 0 := by
    intro x y hx hy
    have e : x ⬝ᵥ (P *ᵥ y) = x ⬝ᵥ y := by rw [Matrix.dotProduct_mulVec, hvm, hx]
    rw [hy, dotProduct_zero] at e
    exact e.symm
  have htan : ∀ x y, P *ᵥ x = x → P *ᵥ y = 0 → IsTangent P (excitation x y) := by
    intro x y hx hy
    constructor
    · ext p q
      simp only [excitation, Matrix.transpose_apply, Matrix.add_apply, Matrix.vecMulVec_apply]
      ring
    · rw [excitation, mul_add, add_mul, Matrix.mul_vecMulVec, Matrix.mul_vecMulVec,
        Matrix.vecMulVec_mul, Matrix.vecMulVec_mul, hvm, hvm, hx, hy]
      ext p q
      simp [Matrix.vecMulVec_apply]
  have hact : ∀ x y w : n → ℝ, excitation x y *ᵥ w = (y ⬝ᵥ w) • x + (x ⬝ᵥ w) • y := by
    intro x y w
    rw [excitation, Matrix.add_mulVec, dyad_mulVec, dyad_mulVec]
  -- the product vanishes when `x` and `y` are both orthogonal to `z` and `w`
  have hmul : ∀ x y z w : n → ℝ, x ⬝ᵥ z = 0 → x ⬝ᵥ w = 0 → y ⬝ᵥ z = 0 → y ⬝ᵥ w = 0 →
      excitation x y * excitation z w = 0 := by
    intro x y z w h1 h2 h3 h4
    rw [show excitation z w = vecMulVec z w + vecMulVec w z from rfl, mul_add,
      Matrix.mul_vecMulVec, Matrix.mul_vecMulVec, hact, hact, h1, h2, h3, h4]
    ext p q
    simp
  have hai := ho a i ha hi
  have haj := ho a j ha hj
  have hbi := ho b i hb hi
  have hbj := ho b j hb hj
  have hba : b ⬝ᵥ a = 0 := by rw [dotProduct_comm, hab]
  have hji : j ⬝ᵥ i = 0 := by rw [dotProduct_comm, hij]
  have hib : i ⬝ᵥ b = 0 := by rw [dotProduct_comm, hbi]
  have hja : j ⬝ᵥ a = 0 := by rw [dotProduct_comm, haj]
  refine ⟨htan a i ha hi, htan b j hb hj, ?_, ?_⟩
  · rw [hmul a i b j hab haj hib hij, hmul b j a i hba hbi hja hji]
  · rw [LinearIndependent.pair_iff]
    intro s t h
    have e1 := congrArg (fun M => a ⬝ᵥ (M *ᵥ i)) h
    have e2 := congrArg (fun M => b ⬝ᵥ (M *ᵥ j)) h
    simp only [Matrix.add_mulVec, Matrix.smul_mulVec, hact, dotProduct_add, dotProduct_smul,
      smul_eq_mul, Matrix.zero_mulVec, dotProduct_zero, haa, hbb, hab, hba, hii, hjj, hij, hji,
      hai, haj, hbi, hbj] at e1 e2
    constructor <;> linarith

/-- For a projector of trace one, `PMP = tr(PM) P` for every matrix `M`. -/
theorem sandwich (hP : IsProjector P) (h : P.trace = 1) (M : Matrix n n ℝ) :
    P * M * P = (P * M).trace • P := by
  obtain ⟨u, -, -, hD, hDt⟩ := exists_orbital hP (by
    intro h0
    rw [h0, Matrix.trace_zero] at h
    linarith)
  -- nothing is left after one orbital has been removed
  have hR : P = vecMulVec u u := by
    apply sub_eq_zero.1
    apply eq_zero_of_trace
    rw [hD.symm, hD.idem, hDt, h, sub_self]
  have ht : (vecMulVec u u * M).trace = u ⬝ᵥ (M *ᵥ u) := by
    rw [Matrix.vecMulVec_mul, Matrix.dotProduct_mulVec, dotProduct_comm]
    simp only [Matrix.trace, Matrix.diag_apply, Matrix.vecMulVec_apply, dotProduct]
  rw [hR, ht, Matrix.mul_vecMulVec, ← Matrix.mulVec_mulVec, dyad_mulVec]
  ext p q
  simp only [Matrix.vecMulVec_apply, Matrix.smul_apply, Pi.smul_apply, smul_eq_mul]
  ring

/-- At a projector of trace one, commuting tangent matrices satisfy
`tr(PYX) X = tr(PXX) Y`. -/
theorem one_orbital_relation (hP : IsProjector P) (h : P.trace = 1) (hX : IsTangent P X)
    (hY : IsTangent P Y) (hXY : X * Y = Y * X) :
    (P * (Y * X)).trace • X = (P * (X * X)).trace • Y := by
  have hPXP : P * X * P = 0 := by
    have e : P * X * P + P * X * P = P * X * P := by
      calc P * X * P + P * X * P = P * P * X * P + P * X * (P * P) := by rw [hP.idem]
        _ = P * (P * X + X * P) * P := by noncomm_ring
        _ = P * X * P := by rw [hX.tangent]
    simpa using e
  have key : ∀ A Z, IsTangent P Z → A * (P * (Z * X) * P) = A * Z * X * P := by
    intro A Z hZ
    calc A * (P * (Z * X) * P) = A * (P * Z) * X * P := by noncomm_ring
      _ = A * (Z - Z * P) * X * P := by rw [eq_sub_of_add_eq hZ.tangent]
      _ = A * Z * X * P - A * Z * (P * X * P) := by noncomm_ring
      _ = A * Z * X * P := by rw [hPXP, mul_zero, sub_zero]
  -- by `key`, the two sides are `X Y X P` and `Y X X P`, equal because `X` and `Y` commute
  have h3 : X * (P * (Y * X) * P) = Y * (P * (X * X) * P) := by
    rw [key X Y hY, key Y X hX, hXY]
  rw [sandwich hP h (Y * X), sandwich hP h (X * X), Matrix.mul_smul, Matrix.mul_smul] at h3
  have h4 := congrArg Matrix.transpose h3
  simp only [Matrix.transpose_smul, Matrix.transpose_mul, hX.symm, hY.symm, hP.symm] at h4
  calc (P * (Y * X)).trace • X = (P * (Y * X)).trace • (P * X + X * P) := by rw [hX.tangent]
    _ = (P * (X * X)).trace • (P * Y + Y * P) := by rw [smul_add, smul_add, h3, h4]
    _ = (P * (X * X)).trace • Y := by rw [hY.tangent]

/-- A projector with a commuting, linearly independent pair of tangent matrices has trace
neither zero nor one. -/
theorem trace_ne_of_flat (hP : IsProjector P) (hF : IsFlatPair P X Y) :
    P.trace ≠ 0 ∧ P.trace ≠ 1 := by
  have hX0 : X ≠ 0 := by simpa using hF.indep.ne_zero 0
  constructor
  · intro h
    have hP0 : P = 0 := eq_zero_of_trace (by rw [hP.symm, hP.idem, h])
    apply hX0
    rw [← hF.left.tangent, hP0, zero_mul, mul_zero, add_zero]
  · intro h
    have hrel := one_orbital_relation hP h hF.left hF.right hF.comm
    have hs := (LinearIndependent.pair_iff.1 hF.indep (P * (Y * X)).trace
      (-(P * (X * X)).trace) (by rw [hrel, neg_smul, add_neg_cancel])).2
    have hXP : X * P = 0 := by
      apply eq_zero_of_trace
      rw [Matrix.transpose_mul, hP.symm, hF.left.symm, ← mul_assoc, Matrix.trace_mul_comm,
        mul_assoc P X X, ← mul_assoc P P, hP.idem]
      linarith
    have hPX : P * X = 0 := by
      have e := congrArg Matrix.transpose hXP
      rwa [Matrix.transpose_mul, hP.symm, hF.left.symm, Matrix.transpose_zero] at e
    apply hX0
    rw [← hF.left.tangent, hXP, hPX, add_zero]

/-- A real symmetric idempotent matrix of trace `k` has two commuting, linearly independent
tangent matrices exactly when there are at least two occupied and two virtual dimensions. -/
theorem exists_flat_pair_iff (hP : IsProjector P) {k : ℕ} (hk : P.trace = k) :
    (∃ X Y, IsFlatPair P X Y) ↔ 2 ≤ k ∧ k + 2 ≤ Fintype.card n := by
  have hQ : IsProjector (1 - P) := by
    constructor
    · rw [Matrix.transpose_sub, Matrix.transpose_one, hP.symm]
    · rw [sub_mul, mul_sub, one_mul, mul_sub, mul_one, one_mul, hP.idem, sub_self, sub_zero]
  have hQt : (1 - P).trace = (Fintype.card n : ℝ) - k := by
    rw [Matrix.trace_sub, Matrix.trace_one, hk]
  constructor
  · rintro ⟨X, Y, hF⟩
    -- exchanging occupied and virtual orbitals keeps the tangent matrices
    have hswap : ∀ Z, IsTangent P Z → IsTangent (1 - P) Z := by
      intro Z hZ
      refine ⟨hZ.symm, ?_⟩
      calc (1 - P) * Z + Z * (1 - P) = Z + Z - (P * Z + Z * P) := by noncomm_ring
        _ = Z := by rw [hZ.tangent, add_sub_cancel_right]
    obtain ⟨p0, p1⟩ := trace_ne_of_flat hP hF
    obtain ⟨q0, q1⟩ := trace_ne_of_flat hQ
      ⟨hswap X hF.left, hswap Y hF.right, hF.comm, hF.indep⟩
    have hpos : 0 ≤ ((1 - P)ᵀ * (1 - P)).trace := by
      simp only [Matrix.trace, Matrix.diag_apply, Matrix.mul_apply, Matrix.transpose_apply]
      exact Finset.sum_nonneg fun i _ => Finset.sum_nonneg fun j _ => mul_self_nonneg _
    rw [hQ.symm, hQ.idem, hQt] at hpos
    rw [hk] at p0 p1
    rw [hQt] at q0 q1
    have k0 : k ≠ 0 := by exact_mod_cast p0
    have k1 : k ≠ 1 := by exact_mod_cast p1
    have hle : k ≤ Fintype.card n := by
      have e : (k : ℝ) ≤ Fintype.card n := by linarith
      exact_mod_cast e
    have m0 : Fintype.card n ≠ k := fun e => q0 (by rw [e, sub_self])
    have m1 : Fintype.card n ≠ k + 1 := fun e => q1 (by rw [e]; push_cast; ring)
    omega
  · rintro ⟨h2, hm⟩
    have h2' : (2 : ℝ) ≤ k := by exact_mod_cast h2
    have hm' : (k : ℝ) + 2 ≤ Fintype.card n := by exact_mod_cast hm
    obtain ⟨a, b, haa, hbb, hab, ha, hb⟩ := two_orbitals hP (by rw [hk]; exact h2')
    obtain ⟨i, j, hii, hjj, hij, hi, hj⟩ := two_orbitals hQ (by rw [hQt]; linarith)
    rw [Matrix.sub_mulVec, Matrix.one_mulVec] at hi hj
    exact ⟨_, _, excitation_flat hP ha hb (sub_eq_self.1 hi) (sub_eq_self.1 hj)
      haa hbb hab hii hjj hij⟩

/-- With orbitals 1, 2 occupied and 3, 4 virtual, the excitations 1–3 and 2–4 are commuting,
linearly independent tangent matrices. -/
theorem flat_pair_witness :
    IsProjector (Matrix.diagonal ![(1 : ℝ), 1, 0, 0]) ∧
      IsFlatPair (Matrix.diagonal ![(1 : ℝ), 1, 0, 0])
        (excitation ![1, 0, 0, 0] ![0, 0, 1, 0]) (excitation ![0, 1, 0, 0] ![0, 0, 0, 1]) := by
  have hP : IsProjector (Matrix.diagonal ![(1 : ℝ), 1, 0, 0]) := by
    refine ⟨Matrix.diagonal_transpose _, ?_⟩
    rw [Matrix.diagonal_mul_diagonal]
    exact congrArg Matrix.diagonal (by ext r; fin_cases r <;> simp)
  refine ⟨hP, excitation_flat hP ?_ ?_ ?_ ?_ ?_ ?_ ?_ ?_ ?_ ?_⟩
  iterate 4 (ext r; fin_cases r <;> simp [Matrix.mulVec_diagonal])
  all_goals simp [dotProduct, Fin.sum_univ_succ]

end FlatTangentPlanes
```

```lean
#print axioms FlatTangentPlanes.exists_flat_pair_iff
```

```
'FlatTangentPlanes.exists_flat_pair_iff' depends on axioms: [propext, Classical.choice, Quot.sound]
```
